# The A1 weight of the ground state of a strained six-valley donor model, and its leading deficit $x^2/18$ at small reduced strain $x$

## Valleys, energy unit and strain

The lowest (1s) states of an electron bound to a shallow group-V donor in silicon are built mainly from six conduction-band valleys. The model keeps one complex amplitude per valley, $\psi=(\psi_0,\dots,\psi_5)$, and takes, with real $x$ and $h$,

$$H(x,h)=-\tfrac16 J+\tfrac{x}{6}\,\mathrm{diag}(d_0,\dots,d_5)+h\,\mathbb 1,\qquad d=(-1,-1,-1,-1,2,2),$$

where $J$ is the all-ones matrix. The symmetric state A1 is $a=(1,\dots,1)/\sqrt6$, and $-J/6=-|a\rangle\langle a|$. This term stands for the valley-orbit coupling: it puts A1 at energy $-1$ and the five orthogonal states at $0$, so the gap above A1 is the energy unit, and the E doublet and T2 triplet are postulated degenerate. The traceless pattern $d$ stands for the volume-conserving part of a uniaxial strain along a cube axis, a tetragonal shear: valleys $4,5$ lie on that axis and move by $x/3$, valleys $0$ to $3$ by $-x/6$, so positive $x$ raises the pair. The number $x$, called strain for short in the Lean comments, is a reduced strain and not the strain itself: the pair is split from the other four valleys by $x/2$ in units of the gap, so $x=2\,\Xi_u(e_\parallel-e_\perp)/\Delta$, with $\Xi_u$ the shear deformation potential, $e_\parallel$ and $e_\perp$ the strains along and across the axis, and $\Delta$ the gap. The hydrostatic part of the strain is postulated to shift all valleys equally by $h$. The A1 weight of a state is $w=|\langle a|\psi\rangle|^2=|S|^2/6$ with $S=\sum_j\psi_j$.

If only the A1 component has amplitude at the nucleus and the envelope is unchanged by strain, the contact hyperfine coupling of the ground state, relative to its unstrained value, equals the ground-state $w$; within this one-electron, six-level model that ratio has no linear term in $x$ and no dependence on $h$. The link to the hyperfine coupling is a physical assumption and enters none of the theorems.

## The weight formula and its limit

Set

$$s=\sqrt{1+\tfrac x3+\tfrac{x^2}4},\quad p=s+1+\tfrac x6,\quad E_0=h+\tfrac12\left(-1+\tfrac x6-s\right),\quad f(x)=\tfrac12\left(1+\frac{1+x/6}{s}\right).$$

In Lean, `shear`, `H`, `a1`, `a1Weight`, `root`, `ground` and `f` are $d$, $H$, $a$, $w$, $s$, $E_0$ and $f$. States have type `Fin 6 → ℂ`, and `star a1 ⬝ᵥ ψ` is $\langle a|\psi\rangle$. The set `levels x h` holds the real $E$ with $H\psi=E\psi$ for some $\psi\ne0$.

The theorem `ground_a1Weight` reads: for all real $x,h,E$, if $E$ is the least element of the levels (`hE`), $H\psi=E\psi$ (`heig`) and $\sum_i|\psi_i|^2=1$ (`hunit`), then $w=f(x)$. Independence of $h$ is the absence of $h$ on the right. `ground_isLeast` identifies the least level as $E_0$ for every $x$ and $h$. `deficit_limit` states $(1-f(x))/x^2\to1/18$ along `𝓝[≠] 0`, that is for $x\to0$ from both sides with $x\neq0$; the point is removed because Lean evaluates the quotient at $x=0$ as $0$. `ground_deficit_limit` gives the same limit for the weight of any family $\psi(x)$ of unit ground states with any shift $h(x)$, neither assumed continuous.

The matrix is postulated. Spin, deformation of the envelope, strain off the cube axis and a change of the valley-orbit gap with strain are absent.

## Secular equation and lowest level

Since $(J\psi)_i=S$, row $i$ of $H\psi=E\psi$ is $(h+xd_i/6-E)\psi_i=S/6$. With $A=h-x/6-E$ and $B=h+x/3-E$,

$$A\psi_i=S/6\quad(i=0,\dots,3),\qquad B\psi_i=S/6\quad(i=4,5).$$

Either $A=0$, or $B=0$, or both are nonzero. In the last case $S\neq0$, as otherwise $\psi=0$. Summing the amplitudes gives $S=4S/(6A)+2S/(6B)$, hence $3AB=2B+A$. For $\varepsilon=E-h$ this is

$$\varepsilon^2+\left(1-\tfrac x6\right)\varepsilon-\tfrac x6-\tfrac{x^2}{18}=0 .$$

The discriminant is $(1-x/6)^2+2x/3+2x^2/9=s^2=(x/2+1/3)^2+8/9>0$, and the roots are $E=E_0$ and $E=E_0+s$.

At $E_0$ one has $A=(1-x/2+s)/2$ and $B=(1+x/2+s)/2$. If $A\le0$, then $x/2-1\ge s>0$, so $x>2$, while $s^2-(x/2-1)^2=4x/3$ would be at most zero. If $B\le0$, then $-1-x/2\ge s>0$, so $x<-2$, while $s^2-(1+x/2)^2=-2x/3$ would be at most zero. Hence $A,B>0$, and $E_0$ lies below $h-x/6$, $h+x/3$ and $E_0+s$. The unnormalised vector $(B,B,B,B,A,A)$, of squared length $4B^2+2A^2$, has $S=4B+2A$ and solves every row because $AB=(2B+A)/3$. So $E_0$ is a level and the lowest one.

## Normalisation fixes the valley sum

Let $\psi$ be a unit eigenvector at $E_0$ and $N=|S|^2$. Squared moduli give $|\psi_i|^2=N/(36A^2)$ for $i=0,\dots,3$ and $N/(36B^2)$ for $i=4,5$. Their sum is one, so

$$A^2B^2=\tfrac{N}{18}\,(2B^2+A^2).$$

From the explicit values, $AB=(2B+A)/3=p/2$ and

$$2B^2+A^2=\tfrac14\left[3(1+s)^2+(1+s)x+\tfrac34x^2\right]=\tfrac14\left[6s^2+6s+sx\right]=\tfrac32\,sp ,$$

using $3+x+\tfrac34x^2=3s^2$. Further, $s^2-(1+x/6)^2=2x^2/9$, so $s>|1+x/6|$ for $x\ne0$, and $p=2$ at $x=0$; thus $p>0$. Cancelling $p$ in $p^2/4=Nsp/12$ gives $N=3p/s$ and $w=N/6=p/(2s)=f(x)$.

The deficit is exact:

$$1-f=\frac{s-1-x/6}{2s}=\frac{s^2-(1+x/6)^2}{2sp}=\frac{x^2}{9sp}.$$

At $x=0$, $s=1$ and $p=2$, so $(1-f)/x^2=1/(9sp)\to1/18$.

## The case $x=-4/3$, and an excited state

For $x=-4/3$ one finds $s=1$, $p=16/9$, $E_0=h-10/9$, $A=4/3$, $B=2/3$. The unit ground state is $(1,1,1,1,2,2)/\sqrt{12}$, with $|S|^2=64/12$ and $w=8/9$, in agreement with $f=(1+7/9)/2$. The deficit is $1/9\approx0.111$, against $x^2/18=8/81\approx0.099$ from the leading term.

Without `hE` the formula fails. The unit vector $(1,-1,0,0,0,0)/\sqrt2$ has $S=0$ and solves all rows with $E=h-x/6$; its weight is $0$, whereas $f=p/(2s)>0$. Without `hunit`, the vector $(1,1,1,1,2,2)$ at $x=-4/3$ meets the other two hypotheses and has `a1Weight` equal to $64/6$.

## The Lean file

```lean
import Mathlib

open Matrix Filter Topology

namespace SixValleyDonor

noncomputable section

/-- Pattern of the shear-strain shifts: four valleys with `-1`, two valleys with `2`. -/
def shear : Fin 6 → ℝ := ![-1, -1, -1, -1, 2, 2]

/-- Six-valley Hamiltonian `-J/6 + (x/6) diag(-1,-1,-1,-1,2,2) + h`, with `J` the all-ones
matrix, `x` the valley strain and `h` the hydrostatic shift. -/
def H (x h : ℝ) : Matrix (Fin 6) (Fin 6) ℂ :=
  (-(1 / 6) : ℂ) • Matrix.of (fun _ _ => (1 : ℂ))
    + ((x : ℂ) / 6) • diagonal (fun i => (shear i : ℂ)) + (h : ℂ) • (1 : Matrix _ _ ℂ)

/-- The set of real eigenvalues of the six-valley Hamiltonian. -/
def levels (x h : ℝ) : Set ℝ := {E | ∃ ψ : Fin 6 → ℂ, ψ ≠ 0 ∧ H x h *ᵥ ψ = (E : ℂ) • ψ}

/-- The A1 state: equal amplitude `1/√6` in all six valleys. -/
def a1 : Fin 6 → ℂ := fun _ => ((1 / Real.sqrt 6 : ℝ) : ℂ)

/-- The A1 weight `|⟨A1|ψ⟩|²` of a valley state. -/
def a1Weight (ψ : Fin 6 → ℂ) : ℝ := ‖star a1 ⬝ᵥ ψ‖ ^ 2

/-- The root `s(x) = √(1 + x/3 + x²/4)`. -/
def root (x : ℝ) : ℝ := Real.sqrt (1 + x / 3 + x ^ 2 / 4)

/-- The energy `E₀ = h + (-1 + x/6 - s(x))/2`. -/
def ground (x h : ℝ) : ℝ := h + (-1 + x / 6 - root x) / 2

/-- The function `f(x) = (1 + (1 + x/6)/s(x))/2`. -/
def f (x : ℝ) : ℝ := (1 + (1 + x / 6) / root x) / 2

/-- `s² = 1 + x/3 + x²/4`, and both `s` and `s + 1 + x/6` are positive for every strain. -/
theorem root_spec (x : ℝ) :
    root x ^ 2 = 1 + x / 3 + x ^ 2 / 4 ∧ 0 < root x ∧ 0 < root x + 1 + x / 6 := by
  have hq : 0 < 1 + x / 3 + x ^ 2 / 4 := by nlinarith [sq_nonneg (x / 2 + 1 / 3)]
  have hs : root x ^ 2 = 1 + x / 3 + x ^ 2 / 4 := Real.sq_sqrt hq.le
  have hp : 0 < root x := Real.sqrt_pos.2 hq
  refine ⟨hs, hp, ?_⟩
  by_contra hc
  have h1 : 0 ≤ -(1 + x / 6) - root x := by linarith [not_lt.1 hc]
  have h2 : 0 ≤ -(1 + x / 6) + root x := by linarith
  have hx : 0 < -x := by linarith
  nlinarith [mul_nonneg h1 h2, mul_pos hx hx]

/-- `E₀` lies strictly below both diagonal strain levels `h - x/6` and `h + x/3`. -/
theorem ground_gap (x h : ℝ) : ground x h < h - x / 6 ∧ ground x h < h + x / 3 := by
  obtain ⟨hs, hp, -⟩ := root_spec x
  unfold ground
  constructor
  · by_contra hc
    have h1 : 0 ≤ x / 2 - 1 - root x := by linarith [not_lt.1 hc]
    have h2 : 0 ≤ x / 2 - 1 + root x := by linarith
    nlinarith [mul_nonneg h1 h2]
  · by_contra hc
    have h1 : 0 ≤ -1 - x / 2 - root x := by linarith [not_lt.1 hc]
    have h2 : 0 ≤ -1 - x / 2 + root x := by linarith
    nlinarith [mul_nonneg h1 h2]

/-- The eigenvalue equation valley by valley: `(h + x dᵢ/6 - E) ψᵢ = (∑ ψ)/6`. -/
theorem eigen_iff (x h E : ℝ) (ψ : Fin 6 → ℂ) :
    H x h *ᵥ ψ = (E : ℂ) • ψ ↔
      ∀ i, ((h + x / 6 * shear i - E : ℝ) : ℂ) * ψ i = (∑ j, ψ j) / 6 := by
  have hent : ∀ i j, H x h i j
      = -(1 / 6) + if i = j then (x : ℂ) / 6 * (shear i : ℂ) + h else 0 := by
    intro i j
    by_cases hij : i = j
    · subst hij
      simp [H]
      ring
    · simp [H, hij]
  have hrow : ∀ i, (H x h *ᵥ ψ) i
      = -(1 / 6) * ∑ j, ψ j + ((x : ℂ) / 6 * (shear i : ℂ) + h) * ψ i := by
    intro i
    simp only [mulVec, dotProduct, hent, add_mul, Finset.sum_add_distrib, ite_mul, zero_mul,
      Finset.sum_ite_eq, Finset.mem_univ, if_true, ← Finset.mul_sum]
  rw [funext_iff]
  refine forall_congr' fun i => ?_
  rw [hrow]
  simp only [Pi.smul_apply, smul_eq_mul]
  push_cast
  constructor <;> intro e <;> linear_combination e

/-- Every eigenvalue is one of `E₀`, `E₀ + s`, `h - x/6`, `h + x/3`. -/
theorem level_cases {x h E : ℝ} (hE : E ∈ levels x h) :
    E = ground x h ∨ E = ground x h + root x ∨ E = h - x / 6 ∨ E = h + x / 3 := by
  obtain ⟨ψ, hψ, heig⟩ := hE
  have e := (eigen_iff x h E ψ).1 heig
  obtain ⟨hs, -, -⟩ := root_spec x
  by_cases ha : h + x / 6 * (-1) - E = 0
  · exact Or.inr (Or.inr (Or.inl (by linarith)))
  by_cases hb : h + x / 6 * 2 - E = 0
  · exact Or.inr (Or.inr (Or.inr (by linarith)))
  have hne : ∀ i, h + x / 6 * shear i - E ≠ 0 := by
    intro i
    fin_cases i
    exacts [ha, ha, ha, ha, hb, hb]
  -- away from the diagonal levels the valley sum cannot vanish
  have hS : ∑ j, ψ j ≠ 0 := by
    intro hS
    apply hψ
    funext i
    have hi := e i
    rw [hS, zero_div] at hi
    exact (mul_eq_zero.1 hi).resolve_left (Complex.ofReal_ne_zero.2 (hne i))
  obtain ⟨A, hA⟩ : ∃ A : ℝ, A = h + x / 6 * (-1) - E := ⟨_, rfl⟩
  obtain ⟨B, hB⟩ : ∃ B : ℝ, B = h + x / 6 * 2 - E := ⟨_, rfl⟩
  have e0 : (A : ℂ) * ψ 0 = (∑ j, ψ j) / 6 := by rw [hA]; exact e 0
  have e1 : (A : ℂ) * ψ 1 = (∑ j, ψ j) / 6 := by rw [hA]; exact e 1
  have e2 : (A : ℂ) * ψ 2 = (∑ j, ψ j) / 6 := by rw [hA]; exact e 2
  have e3 : (A : ℂ) * ψ 3 = (∑ j, ψ j) / 6 := by rw [hA]; exact e 3
  have e4 : (B : ℂ) * ψ 4 = (∑ j, ψ j) / 6 := by rw [hB]; exact e 4
  have e5 : (B : ℂ) * ψ 5 = (∑ j, ψ j) / 6 := by rw [hB]; exact e 5
  have hsum := Fin.sum_univ_six ψ
  -- secular equation 3AB = 2B + A
  have h1 : (3 * (A : ℂ) * B - 2 * B - A) * ∑ j, ψ j = 0 := by
    linear_combination 3 * (A : ℂ) * B * hsum + 3 * (B : ℂ) * (e0 + e1 + e2 + e3)
      + 3 * (A : ℂ) * (e4 + e5)
  have sec : 3 * A * B - 2 * B - A = 0 := by
    exact_mod_cast (mul_eq_zero.1 h1).resolve_right hS
  rw [hA, hB] at sec
  have h2 : (E - ground x h) * (E - ground x h - root x) = 0 := by
    unfold ground
    linear_combination (1 / 3) * sec - (1 / 4) * hs
  rcases mul_eq_zero.1 h2 with h3 | h3
  · exact Or.inl (by linarith)
  · exact Or.inr (Or.inl (by linarith))

/-- `E₀` is an eigenvalue, and it is the lowest one. -/
theorem ground_isLeast (x h : ℝ) : IsLeast (levels x h) (ground x h) := by
  obtain ⟨hs, hp, -⟩ := root_spec x
  obtain ⟨g1, g2⟩ := ground_gap x h
  constructor
  · let A : ℝ := h + x / 6 * (-1) - ground x h
    let B : ℝ := h + x / 6 * 2 - ground x h
    have hB : 0 < B := by simp only [B]; linarith
    have kr : A * B = (B + B + B + B + A + A) / 6 := by
      simp only [A, B, ground]
      linear_combination (1 / 4) * hs
    have k1 : (A : ℂ) * B = ((B : ℂ) + B + B + B + A + A) / 6 := by exact_mod_cast kr
    have k2 : (B : ℂ) * A = ((B : ℂ) + B + B + B + A + A) / 6 := by rw [mul_comm]; exact k1
    -- explicit eigenvector (B, B, B, B, A, A)
    refine ⟨![(B : ℂ), B, B, B, A, A], fun h0 => ?_, (eigen_iff _ _ _ _).2 fun i => ?_⟩
    · have h1 : (B : ℂ) = 0 := congrFun h0 0
      exact hB.ne' (Complex.ofReal_eq_zero.1 h1)
    · rw [Fin.sum_univ_six]
      fin_cases i
      exacts [k1, k1, k1, k1, k2, k2]
  · intro E hE
    rcases level_cases hE with h1 | h1 | h1 | h1 <;> linarith

/-- Any unit eigenvector of the lowest eigenvalue of `H(x, h)` has A1 weight `f(x)`,
whatever the hydrostatic shift `h`. -/
theorem ground_a1Weight {x h E : ℝ} {ψ : Fin 6 → ℂ} (hE : IsLeast (levels x h) E)
    (heig : H x h *ᵥ ψ = (E : ℂ) • ψ) (hunit : ∑ i, ‖ψ i‖ ^ 2 = 1) :
    a1Weight ψ = f x := by
  obtain rfl := hE.unique (ground_isLeast x h)
  obtain ⟨hs, hp, hq⟩ := root_spec x
  have hw : a1Weight ψ = ‖∑ j, ψ j‖ ^ 2 / 6 := by
    have h1 : star a1 ⬝ᵥ ψ = ((1 / Real.sqrt 6 : ℝ) : ℂ) * ∑ j, ψ j := by
      simp only [dotProduct, a1, Pi.star_apply, Complex.star_def, Complex.conj_ofReal,
        Finset.mul_sum]
    rw [a1Weight, h1, norm_mul, mul_pow, Complex.norm_real, Real.norm_eq_abs, sq_abs, div_pow,
      Real.sq_sqrt (by norm_num)]
    ring
  -- squared moduli of the valley equations
  have k : ∀ i, (h + x / 6 * shear i - ground x h) ^ 2 * ‖ψ i‖ ^ 2 = ‖∑ j, ψ j‖ ^ 2 / 36 := by
    intro i
    have h6 : ‖(6 : ℂ)‖ = 6 := by simp
    have h1 := congrArg (fun z : ℂ => ‖z‖ ^ 2) ((eigen_iff _ _ _ _).1 heig i)
    simp only [norm_mul, mul_pow, Complex.norm_real, Real.norm_eq_abs, sq_abs, norm_div,
      h6] at h1
    linear_combination h1
  rw [hw]
  rw [Fin.sum_univ_six] at hunit
  generalize ‖∑ j, ψ j‖ ^ 2 = N at k ⊢
  obtain ⟨A, hA⟩ : ∃ A : ℝ, A = h + x / 6 * (-1) - ground x h := ⟨_, rfl⟩
  obtain ⟨B, hB⟩ : ∃ B : ℝ, B = h + x / 6 * 2 - ground x h := ⟨_, rfl⟩
  have e0 : A ^ 2 * ‖ψ 0‖ ^ 2 = N / 36 := by rw [hA]; exact k 0
  have e1 : A ^ 2 * ‖ψ 1‖ ^ 2 = N / 36 := by rw [hA]; exact k 1
  have e2 : A ^ 2 * ‖ψ 2‖ ^ 2 = N / 36 := by rw [hA]; exact k 2
  have e3 : A ^ 2 * ‖ψ 3‖ ^ 2 = N / 36 := by rw [hA]; exact k 3
  have e4 : B ^ 2 * ‖ψ 4‖ ^ 2 = N / 36 := by rw [hB]; exact k 4
  have e5 : B ^ 2 * ‖ψ 5‖ ^ 2 = N / 36 := by rw [hB]; exact k 5
  have hab : A * B = (root x + 1 + x / 6) / 2 := by
    rw [hA, hB, ground]; linear_combination (1 / 4) * hs
  have h2 : 2 * B ^ 2 + A ^ 2 = 3 * root x * (root x + 1 + x / 6) / 2 := by
    rw [hA, hB, ground]; linear_combination (-3 / 4) * hs
  -- normalisation fixes the valley sum
  have h3 : (A * B) ^ 2 = N / 18 * (2 * B ^ 2 + A ^ 2) := by
    linear_combination B ^ 2 * (e0 + e1 + e2 + e3) + A ^ 2 * (e4 + e5) - A ^ 2 * B ^ 2 * hunit
  rw [hab, h2] at h3
  have h4 : (root x + 1 + x / 6) * (N * root x - 3 * (root x + 1 + x / 6)) = 0 := by
    linear_combination (-12) * h3
  have h5 := (mul_eq_zero.1 h4).resolve_left hq.ne'
  have hi : root x * (root x)⁻¹ = 1 := mul_inv_cancel₀ hp.ne'
  unfold f
  linear_combination ((root x)⁻¹ / 6) * h5 - (N / 6 - 1 / 2) * hi

/-- Exact form of the deficit: `1 - f(x) = x² / (9 s (s + 1 + x/6))`. -/
theorem one_sub_f (x : ℝ) : 1 - f x = x ^ 2 / (9 * root x * (root x + 1 + x / 6)) := by
  obtain ⟨hs, hp, hq⟩ := root_spec x
  have hi : root x * (root x)⁻¹ = 1 := mul_inv_cancel₀ hp.ne'
  rw [eq_div_iff (mul_pos (mul_pos (by norm_num) hp) hq).ne']
  unfold f
  linear_combination (9 / 2) * hs - (9 / 2) * (1 + x / 6) * (root x + 1 + x / 6) * hi

/-- `(1 - f(x))/x²` tends to `1/18` as the strain `x ≠ 0` tends to zero. -/
theorem deficit_limit : Tendsto (fun x => (1 - f x) / x ^ 2) (𝓝[≠] 0) (𝓝 (1 / 18)) := by
  have hc : Continuous root := by unfold root; fun_prop
  have hg : Continuous fun x : ℝ => 1 / (9 * root x * (root x + 1 + x / 6)) :=
    continuous_const.div (by fun_prop) fun x =>
      (mul_pos (mul_pos (by norm_num) (root_spec x).2.1) (root_spec x).2.2).ne'
  have h0 : root 0 = 1 := by simp [root]
  refine ((hg.tendsto' 0 (1 / 18) (by simp only [h0]; norm_num)).mono_left
    nhdsWithin_le_nhds).congr' ?_
  filter_upwards [self_mem_nhdsWithin] with x hx
  have hx' : x ≠ 0 := hx
  rw [one_sub_f, div_right_comm, div_self (pow_ne_zero 2 hx')]

/-- For any family of unit eigenvectors `ψ(x)` of the lowest eigenvalue, with any shift `h(x)`,
the A1 weight `w(x)` has `(1 - w(x))/x² → 1/18` as `x ≠ 0` tends to zero. -/
theorem ground_deficit_limit (h E : ℝ → ℝ) (ψ : ℝ → Fin 6 → ℂ)
    (hE : ∀ x, IsLeast (levels x (h x)) (E x))
    (heig : ∀ x, H x (h x) *ᵥ ψ x = (E x : ℂ) • ψ x) (hunit : ∀ x, ∑ i, ‖ψ x i‖ ^ 2 = 1) :
    Tendsto (fun x => (1 - a1Weight (ψ x)) / x ^ 2) (𝓝[≠] 0) (𝓝 (1 / 18)) :=
  deficit_limit.congr fun x => by
    simp only [ground_a1Weight (hE x) (heig x) (hunit x)]

end

end SixValleyDonor
```
```lean
#print axioms SixValleyDonor.ground_deficit_limit
```

```
'SixValleyDonor.ground_deficit_limit' depends on axioms: [propext, Classical.choice, Quot.sound]
```

## From the row equations to the least level

`root_spec` supplies $s^2=1+x/3+x^2/4$, $s>0$ and $p>0$. The hint `sq_nonneg (x / 2 + 1 / 3)` is the completed square. For $p$, and for both inequalities of `ground_gap`, the proof assumes the contrary and multiplies `h1` by `h2`, which is the difference of squares used above; `nlinarith` closes the contradiction.

`eigen_iff` computes the entries (`hent`), then the rows (`hrow`), and rearranges them into the valley equations. `level_cases` splits off $A=0$ and $B=0$, shows $S\neq0$ in `hS`, and forms the secular equation by multiplying the first four rows by $3B$ and the last two by $3A$, which avoids the division. After $S$ is cancelled, `h2` factors the quadratic as $(E-E_0)(E-E_0-s)$. The lemma confines the levels to four values and says nothing on multiplicities. `ground_isLeast` inserts `![(B : ℂ), B, B, B, A, A]`, nonzero since $B>0$, with `kr` as the common row equation, and compares $E_0$ with the four candidates.

## From squared moduli to $1/18$

`ground_a1Weight` first replaces $E$ by $E_0$, because a least element is unique. Then `hw` is $w=|S|^2/6$, `k` is the squared modulus of each row, and `generalize` names $|S|^2$ as `N`. The steps `hab` and `h2` are $AB=p/2$ and $2B^2+A^2=3sp/2$, and `h3` is the normalisation condition, again cleared of denominators. `h4` rewrites it as $p\,(Ns-3p)=0$, and $p>0$ selects the second factor. Only moduli enter, so the argument covers every phase of $\psi$ and never invokes non-degeneracy of $E_0$.

`one_sub_f` clears the positive denominator $9sp$ and checks the identity from the value of $s^2$. `deficit_limit` shows that $1/(9sp)$ is continuous, evaluates it at zero with `root 0 = 1`, restricts to the punctured neighbourhood, and cancels $x^2$ there. `ground_deficit_limit` rewrites the weight of $\psi(x)$ as $f(x)$ at each $x$ separately, which is why $h(x)$ and $\psi(x)$ may be arbitrary functions.
